# With positive weights and gaps, the twist-averaged MP2 energy is at most the MP2 energy of averaged couplings and gaps

Let twists $s$ (choices of the boundary phases of a periodic simulation cell) have weights $p_s>0$, and let excitation $k$ have real coupling $v_{sk}$ and gap $D_{sk}>0$ at twist $s$. Write $\langle x\rangle=\sum_s p_sx_s/\sum_s p_s$, $\bar v_k=\langle v_{sk}\rangle$ and $\bar D_k=\langle D_{sk}\rangle$. Then

$$\Big\langle-\sum_k\frac{v_{sk}^2}{D_{sk}}\Big\rangle\;\le\;-\sum_k\frac{\bar v_k^2}{\bar D_k},$$

with equality exactly when every amplitude $v_{sk}/D_{sk}$ is independent of $s$. For second-order energies over a finite list of excitations matched across twists, this fixes the sign of the error made by averaging the inputs instead of the energies.

## Real couplings and matched excitations

In a spin-orbital calculation, $k$ stands for a double excitation $ij\to ab$ with $i<j$, $a<b$. Its coupling is the antisymmetrised integral $\langle ij\|ab\rangle$, and its gap is $\varepsilon_a+\varepsilon_b-\varepsilon_i-\varepsilon_j$. The formal model takes these numbers as given. The finite types `S` and `K` label twists and excitations, and `v s k` is $v_{sk}$.

```lean
import Mathlib

open Finset

namespace TwistAveragedMP2

noncomputable section

variable {S K : Type*} [Fintype S] [Fintype K]
```

Dividing by the total weight means that weights summing to one are included but not required.

```lean
/-- The weighted mean of a quantity `x` over the twists, with weights `p` of nonzero sum. -/
def twistAverage (p x : S → ℝ) : ℝ := (∑ s, p s * x s) / ∑ s, p s

/-- The twist average of couplings or gaps, taken separately for each excitation `k`
(weights of nonzero sum). -/
def averagedData (p : S → ℝ) (x : S → K → ℝ) (k : K) : ℝ :=
  twistAverage p (fun s => x s k)
```

Averaging excitation by excitation presupposes that the same $k$ exists at every twist. If an orbital label is occupied at one twist and empty at another, an excitation can exist at one and not at the other, and then $\bar v_k$ is not defined.

```lean
/-- The MP2 energy of couplings `v` and nonzero gaps `D`. -/
def mp2Energy (v D : K → ℝ) : ℝ := -∑ k, v k ^ 2 / D k
```

The usual first-order amplitude is $-v_k/D_k$. Here the minus sign is left out, which also fixes the sign of the linear term in the Hylleraas functional $H$.

```lean
/-- The amplitude of excitation `k`, coupling over gap, for nonzero gaps
(the overall minus sign is left out). -/
def amplitude (v D : K → ℝ) (k : K) : ℝ := v k / D k

/-- The second-order Hylleraas functional of trial amplitudes `t`. -/
def hylleraas (v D t : K → ℝ) : ℝ := ∑ k, (D k * t k ^ 2 - 2 * v k * t k)
```

Couplings at a general twist are complex, with $|v_{sk}|^2$ in the energy. That case reduces to the real one by treating real and imaginary parts as two excitations with the same gap.

## Nonzero gaps

A zero gap means that the reference and an excited determinant have the same zeroth-order energy. If the coupling between them is nonzero, the MP2 energy diverges. When every gap is nonzero, one can complete the square,

$$D_kt_k^2-2v_kt_k=-\frac{v_k^2}{D_k}+D_k\Big(t_k-\frac{v_k}{D_k}\Big)^2,$$

and sum over $k$. The proof does this term by term: `field_simp` uses `hD` to clear the denominators, and `ring` finishes.

```lean
/-- For nonzero gaps, the Hylleraas functional is the MP2 energy plus the gap-weighted squared
deviations of the trial amplitudes from coupling over gap. -/
theorem hylleraas_eq (v D t : K → ℝ) (hD : ∀ k, D k ≠ 0) :
    hylleraas v D t = mp2Energy v D + ∑ k, D k * (t k - amplitude v D k) ^ 2 := by
  unfold hylleraas mp2Energy amplitude
  rw [← Finset.sum_neg_distrib, ← Finset.sum_add_distrib]
  refine Finset.sum_congr rfl fun k _ => ?_
  have hk := hD k
  field_simp
  ring
```

The next step needs no condition on the gaps. Since $H$ is linear in $v$ and $D$, trial amplitudes $t$ common to all twists give $\langle H(v_s,D_s,t)\rangle=H(\bar v,\bar D,t)$. In Lean, `Finset.sum_comm` exchanges the sums over twists and excitations.

```lean
/-- For amplitudes common to all twists, the averaged Hylleraas functional is the functional
of the averaged couplings and gaps. -/
theorem twistAverage_hylleraas (p : S → ℝ) (v D : S → K → ℝ) (t : K → ℝ) :
    twistAverage p (fun s => hylleraas (v s) (D s) t) =
      hylleraas (averagedData p v) (averagedData p D) t := by
  unfold hylleraas averagedData twistAverage
  simp only [Finset.mul_sum]
  rw [Finset.sum_comm, Finset.sum_div]
  refine Finset.sum_congr rfl fun k _ => ?_
  have h : ∑ s, p s * (D s k * t k ^ 2 - 2 * v s k * t k) =
      (∑ s, p s * D s k) * t k ^ 2 - 2 * (∑ s, p s * v s k) * t k := by
    rw [Finset.sum_mul, Finset.mul_sum, Finset.sum_mul, ← Finset.sum_sub_distrib]
    exact Finset.sum_congr rfl fun s _ => by ring
  rw [h]
  ring
```

## Positive weights and at least one twist

The $p_s$ are the weights of a twist grid, for instance multiplicities under symmetry. `Nonempty S` supplies at least one twist, so the total weight is positive. By hand, positive weights are used for three facts: $\bar D_k$ is positive when the gaps are, a mean of nonnegative terms is nonnegative, and such a mean vanishes only if every term does.

```lean
/-- With positive weights and at least one twist, the average of a positive quantity is positive. -/
theorem twistAverage_pos [Nonempty S] (p f : S → ℝ) (hp : ∀ s, 0 < p s)
    (hf : ∀ s, 0 < f s) : 0 < twistAverage p f :=
  div_pos (Finset.sum_pos (fun s _ => mul_pos (hp s) (hf s)) Finset.univ_nonempty)
    (Finset.sum_pos (fun s _ => hp s) Finset.univ_nonempty)

/-- With positive weights, the average of a nonnegative quantity vanishes exactly when the
quantity vanishes at every twist. -/
theorem twistAverage_eq_zero_iff [Nonempty S] (p f : S → ℝ) (hp : ∀ s, 0 < p s)
    (hf : ∀ s, 0 ≤ f s) : twistAverage p f = 0 ↔ ∀ s, f s = 0 := by
  have hP : 0 < ∑ s, p s := Finset.sum_pos (fun s _ => hp s) Finset.univ_nonempty
  have hn : ∀ s ∈ Finset.univ, 0 ≤ p s * f s := fun s _ => mul_nonneg (hp s).le (hf s)
  unfold twistAverage
  rw [div_eq_zero_iff, or_iff_left hP.ne', Finset.sum_eq_zero_iff_of_nonneg hn]
  constructor
  · intro h s
    exact (mul_eq_zero.mp (h s (Finset.mem_univ s))).resolve_left (hp s).ne'
  · intro h s _
    rw [h s, mul_zero]
```

Nonnegative weights with positive sum are not enough for the equality condition: a twist of weight zero can have any amplitude without changing either energy. Real weights summing to one are not enough for the inequality. With weights $2,-1$, unit gaps and couplings $0,1$, the averaged energy is $1$, while the averaged data give $-1$.

## Positive gaps

A positive gap means that the excitation raises the zeroth-order energy, the sum of occupied orbital energies, at that twist. Set $\tau_k=\bar v_k/\bar D_k$ and use $\tau$ as the trial amplitudes at every twist. The square for the averaged data vanishes, so $H(\bar v,\bar D,\tau)$ is their MP2 energy. Completing the square at each twist and averaging then gives

$$-\sum_k\frac{\bar v_k^2}{\bar D_k}-\Big\langle-\sum_k\frac{v_{sk}^2}{D_{sk}}\Big\rangle=\Big\langle\sum_kD_{sk}\Big(\tau_k-\frac{v_{sk}}{D_{sk}}\Big)^2\Big\rangle.$$

In the proof, `h1` is the linearity, `h2` the square for the averaged data and `h3` the square at each twist.

```lean
/-- For positive weights and gaps, the error made by averaging couplings and gaps first is the
average of the gap-weighted squared deviations of the amplitudes. -/
theorem averaging_error [Nonempty S] (p : S → ℝ) (v D : S → K → ℝ)
    (hp : ∀ s, 0 < p s) (hD : ∀ s k, 0 < D s k) :
    mp2Energy (averagedData p v) (averagedData p D) -
        twistAverage p (fun s => mp2Energy (v s) (D s)) =
      twistAverage p (fun s => ∑ k, D s k *
        (amplitude (averagedData p v) (averagedData p D) k - amplitude (v s) (D s) k) ^ 2) := by
  -- use the amplitudes of the averaged data as trial amplitudes at every twist
  have h1 := twistAverage_hylleraas p v D (amplitude (averagedData p v) (averagedData p D))
  have h2 := hylleraas_eq (averagedData p v) (averagedData p D)
    (amplitude (averagedData p v) (averagedData p D))
    (fun k => (twistAverage_pos p (fun s => D s k) hp (fun s => hD s k)).ne')
  have h3 : ∀ s, hylleraas (v s) (D s) (amplitude (averagedData p v) (averagedData p D)) = _ :=
    fun s => hylleraas_eq (v s) (D s) _ (fun k => (hD s k).ne')
  simp only [sub_self, ne_eq, OfNat.ofNat_ne_zero, not_false_eq_true, zero_pow, mul_zero,
    Finset.sum_const_zero, add_zero] at h2
  rw [h2] at h1
  simp only [h3] at h1
  rw [← h1]
  unfold twistAverage
  simp only [mul_add, Finset.sum_add_distrib, add_div]
  ring
```

Positive gaps make the right-hand side nonnegative, which is the inequality. If it is zero, then $v_{sk}/D_{sk}=\tau_k$ for all $s$ and $k$, so the amplitudes agree across twists. Conversely, if $v_{sk}=a_kD_{sk}$, averaging gives $\bar v_k=a_k\bar D_k$. Hence $\tau_k=a_k$, and every square vanishes.

The main theorem joins the inequality and the equivalence with `∧`. Its last line compares the amplitudes at any two twists `s` and `s'`. The three bullets of the proof are the inequality and the two directions just given; `hv` in the last one is $\bar v_k=a_k\bar D_k$.

```lean
/-- For positive weights and gaps, the twist-averaged MP2 energy is at most the MP2 energy of
the averaged couplings and gaps, with equality exactly when no amplitude depends on the twist. -/
theorem twistAverage_mp2Energy_le [Nonempty S] (p : S → ℝ) (v D : S → K → ℝ)
    (hp : ∀ s, 0 < p s) (hD : ∀ s k, 0 < D s k) :
    twistAverage p (fun s => mp2Energy (v s) (D s)) ≤
        mp2Energy (averagedData p v) (averagedData p D) ∧
      (twistAverage p (fun s => mp2Energy (v s) (D s)) =
          mp2Energy (averagedData p v) (averagedData p D) ↔
        ∀ k s s', amplitude (v s) (D s) k = amplitude (v s') (D s') k) := by
  have hgap := averaging_error p v D hp hD
  have hn : ∀ s, ∀ k ∈ Finset.univ, 0 ≤ D s k *
      (amplitude (averagedData p v) (averagedData p D) k - amplitude (v s) (D s) k) ^ 2 :=
    fun s k _ => mul_nonneg (hD s k).le (sq_nonneg _)
  have hnn := fun s => Finset.sum_nonneg (hn s)
  have hiff := twistAverage_eq_zero_iff p _ hp hnn
  refine ⟨?_, ?_, ?_⟩
  · rw [← sub_nonneg, hgap]
    exact div_nonneg (Finset.sum_nonneg fun s _ => mul_nonneg (hp s).le (hnn s))
      (Finset.sum_nonneg fun s _ => (hp s).le)
  · -- a vanishing error forces each amplitude to equal that of the averaged data
    intro h k s s'
    have hz := hiff.mp (hgap.symm.trans (sub_eq_zero.mpr h.symm))
    have key : ∀ r, amplitude (averagedData p v) (averagedData p D) k =
        amplitude (v r) (D r) k := by
      intro r
      have h1 := (Finset.sum_eq_zero_iff_of_nonneg (hn r)).mp (hz r) k (Finset.mem_univ k)
      have h2 := (mul_eq_zero.mp h1).resolve_left (hD r k).ne'
      exact sub_eq_zero.mp (pow_eq_zero_iff two_ne_zero |>.mp h2)
    rw [← key s, ← key s']
  · -- a common amplitude is also the amplitude of the averaged data
    intro h
    have key : ∀ s k, amplitude (averagedData p v) (averagedData p D) k =
        amplitude (v s) (D s) k := by
      intro s k
      have hpos : 0 < averagedData p D k :=
        twistAverage_pos p (fun r => D r k) hp (fun r => hD r k)
      have hv : averagedData p v k = amplitude (v s) (D s) k * averagedData p D k := by
        unfold averagedData twistAverage
        rw [← mul_div_assoc, Finset.mul_sum]
        congr 1
        refine Finset.sum_congr rfl fun r _ => ?_
        have hr : v r k = amplitude (v s) (D s) k * D r k := by
          rw [h k s r]
          exact (div_mul_cancel₀ _ (hD r k).ne').symm
        change p r * v r k = amplitude (v s) (D s) k * (p r * D r k)
        rw [hr]
        ring
      change averagedData p v k / averagedData p D k = _
      rw [hv, mul_div_cancel_right₀ _ hpos.ne']
    have h0 := hiff.mpr (fun s => Finset.sum_eq_zero (fun k _ => by simp [key s k]))
    exact (sub_eq_zero.mp (hgap.trans h0)).symm
```

Nonzero gaps alone do not suffice, even if their average is positive. Two equally weighted twists with gaps $3,-1$ and couplings $0,1$ have averaged energy $1/2$, but $\bar v=1/2$ and $\bar D=1$ give $-1/4$.

## Gaps that do not depend on the twist

If the occupied and virtual bands involved are all nearly flat, the gaps come close to this additional condition. With $D_{sk}=D_k$, each term of the error becomes $(v_{sk}-\bar v_k)^2/D_k$, so the error is the variance of each coupling divided by its gap, summed over excitations. The proof shows that averaging leaves the gaps unchanged (`hav`) and specialises the error formula. If the gaps vary, the general formula applies.

```lean
/-- For positive weights and positive gaps that do not depend on the twist, the averaging error
is the sum over excitations of the variance of the coupling divided by the gap. -/
theorem averaging_error_of_common_gaps [Nonempty S] (p : S → ℝ) (v : S → K → ℝ) (D : K → ℝ)
    (hp : ∀ s, 0 < p s) (hD : ∀ k, 0 < D k) :
    mp2Energy (averagedData p v) D - twistAverage p (fun s => mp2Energy (v s) D) =
      twistAverage p (fun s => ∑ k, (v s k - averagedData p v k) ^ 2 / D k) := by
  have hP : 0 < ∑ s, p s := Finset.sum_pos (fun s _ => hp s) Finset.univ_nonempty
  have hav : averagedData p (fun _ : S => D) = D := by
    funext k
    unfold averagedData twistAverage
    rw [← Finset.sum_mul, mul_div_cancel_left₀ _ hP.ne']
  have h := averaging_error p v (fun _ => D) hp (fun _ => hD)
  simp only [hav] at h
  rw [h]
  congr 1
  funext s
  refine Finset.sum_congr rfl fun k _ => ?_
  have hk := (hD k).ne'
  unfold amplitude
  field_simp
  ring
```

## Orbital signs in a twist-averaged calculation

A calculation loops over twists. At each one it obtains orbitals and orbital energies, forms $v_{sk}$ and $D_{sk}$, and adds $-p_s\sum_kv_{sk}^2/D_{sk}$ to a running total. With normalised weights, this total is the left side of the inequality. The right side arises if the loop instead accumulates arrays of $p_sv_{sk}$ and $p_sD_{sk}$, and the MP2 sum is evaluated once at the end.

The second route depends on orbital signs. Reversing the sign of orbital $a$ at one twist reverses $\langle ij\|ab\rangle$ there; that twist's energy is unchanged, but $\bar v_k$ changes unless the coupling there is zero. In the example below, two twists of weight $1/2$ have unit gap and couplings $1$ and $-1$. Each has energy $-1$, yet the averaged coupling is zero and the whole second-order energy is lost.

```lean
/-- Two equally weighted twists with unit gap and couplings `1` and `-1` have averaged MP2
energy `-1`, while the averaged coupling and gap give energy zero. -/
theorem opposite_couplings :
    twistAverage (fun _ : Fin 2 => (1 / 2 : ℝ))
        (fun s => mp2Energy (fun _ : Fin 1 => (![1, -1] : Fin 2 → ℝ) s) (fun _ => 1)) = -1 ∧
      mp2Energy (averagedData (fun _ : Fin 2 => (1 / 2 : ℝ))
          (fun s (_ : Fin 1) => (![1, -1] : Fin 2 → ℝ) s))
        (averagedData (fun _ : Fin 2 => (1 / 2 : ℝ)) (fun _ _ => 1)) = 0 := by
  constructor <;> norm_num [mp2Energy, twistAverage, averagedData, Fin.sum_univ_two]

end

end TwistAveragedMP2
```

```lean
#print axioms TwistAveragedMP2.twistAverage_mp2Energy_le
-- 'TwistAveragedMP2.twistAverage_mp2Energy_le' depends on axioms: [propext, Classical.choice, Quot.sound]
#print axioms TwistAveragedMP2.averaging_error_of_common_gaps
-- 'TwistAveragedMP2.averaging_error_of_common_gaps' depends on axioms: [propext, Classical.choice, Quot.sound]
#print axioms TwistAveragedMP2.opposite_couplings
-- 'TwistAveragedMP2.opposite_couplings' depends on axioms: [propext, Classical.choice, Quot.sound]
```
